# Autocorrelations of finite reversible jump processes are nonnegative sums of exponentials with nonnegative decay rates

## Fitting a relaxation function

Take a reversible Markov process in continuous time, with finitely many states and constant jump rates, and a real observable that depends only on the current state. When its autocorrelation at $t\ge0$ is fitted by a sum of exponentials, amplitudes and decay rates can both be constrained to be nonnegative. With as many terms as states, the constraint does not exclude the exact function. The integral of the fit over all $t\ge0$ can then be taken term by term, provided that no constant term is left.

## Generator, weights and correlation

Let $L_{ij}$, for $i\neq j$, be the jump rate from state $i$ to state $j$, and let $p_i>0$ be equilibrium weights. For real observables $f,g$ define
$$\langle f,g\rangle_p=\sum_i p_i f_i g_i,\qquad C(t)=\langle f,e^{tL}f\rangle_p .$$
These are `weightedInner` and `autocorrelation`; the latter uses the true matrix exponential. $L$ is a backward generator: it acts on observables, and its rows sum to zero.

The structure `IsReversibleGenerator` collects the assumptions: positive weights, nonnegative off-diagonal rates, zero row sums and detailed balance, $p_iL_{ij}=p_jL_{ji}$. Detailed balance is assumed, not derived; it says that in equilibrium each jump is as frequent as its reverse.

The weights need not sum to one. For a nonempty state space, dividing $C(t)$ by $\sum_i p_i$ gives, for $t\ge0$, the equilibrium average of the product of the values of $f$ at times $0$ and $t$. In the two-state example of the Lean code, with rate $a$ from the first state to the second and rate $b$ back, the weights $(b,a)$ correspond to probabilities $(b,a)/(a+b)$.

The theorem `autocorrelation_decay` gives $w_k,l_k\ge 0$, independent of $t$, with
$$C(t)=\sum_k w_k e^{-l_kt},$$
and says that $C$ is nonnegative, nonincreasing (`Antitone`) and convex on the whole real line. It concerns one real observable and a finite, time-independent generator; cross-correlations and oscillating inertial dynamics lie beyond it.

The range of $t$ invites a misreading. The autocorrelation of a real observable in a stationary process is even in time, so at negative times it is $C(|t|)$, divided by $\sum_i p_i$ as above, and not the growing exponentials of $C(t)$. The physical reading of the theorem is for $t\ge0$.

## Detailed balance makes the rates nonnegative

Zero row sums give
$$\sum_{ij}p_iL_{ij}f_i^2=\sum_i p_if_i^2\sum_jL_{ij}=0.$$
By detailed balance, $\sum_{ij}p_iL_{ij}f_j^2=\sum_{ij}p_jL_{ji}f_j^2=0$ as well. Expanding the square therefore leaves only the cross term:
$$\langle f,Lf\rangle_p=-\tfrac12\sum_{ij}p_iL_{ij}(f_i-f_j)^2\le0 .$$
The diagonal terms vanish and the others have nonnegative rates.

Now set $S_{ij}=\sqrt{p_i}\,L_{ij}/\sqrt{p_j}$. Multiplying $S_{ij}=S_{ji}$ by $\sqrt{p_ip_j}$ gives detailed balance, so $S$ is symmetric. Take orthonormal eigenvectors, $Su_k=m_ku_k$, and put $v_k(i)=u_k(i)/\sqrt{p_i}$. Then
$$\langle v_j,v_k\rangle_p=\sum_i u_j(i)u_k(i)=\delta_{jk},$$
$$(Lv_k)_i=\frac{(Su_k)_i}{\sqrt{p_i}}=m_kv_k(i).$$
Hence $m_k=\langle v_k,Lv_k\rangle_p\le0$, and $l_k=-m_k\ge0$.

## Expanding the observable in relaxation modes

Write $f=\sum_k c_kv_k$ with $c_k=\langle v_k,f\rangle_p$. Since $e^{tL}v_k=e^{-l_kt}v_k$, orthonormality gives
$$C(t)=\sum_k c_k^2e^{-l_kt}.$$
So $w_k=c_k^2$. Each term is nonnegative, has first derivative $-l_kw_ke^{-l_kt}\le0$ and second derivative $l_k^2w_ke^{-l_kt}\ge0$. The sum inherits all three signs.

## The mode expansion in Lean

```lean
import Mathlib

open Matrix

namespace ReversibleCorrelation

noncomputable section

variable {n : Type*} [Fintype n] [DecidableEq n]

/-- The inner product of two real observables, weighted by `p`. -/
def weightedInner (p f g : n → ℝ) : ℝ := ∑ i, p i * f i * g i

/-- A backward generator `L` with nonnegative jump rates and zero row sums, in detailed
balance with positive weights `p`. -/
structure IsReversibleGenerator (L : Matrix n n ℝ) (p : n → ℝ) : Prop where
  pos : ∀ i, 0 < p i
  rate_nonneg : ∀ i j, i ≠ j → 0 ≤ L i j
  row_sum : ∀ i, ∑ j, L i j = 0
  balance : ∀ i j, p i * L i j = p j * L j i

/-- The time autocorrelation `C(t) = ⟨f, exp(tL) f⟩` in the inner product weighted by `p`. -/
def autocorrelation (L : Matrix n n ℝ) (p f : n → ℝ) (t : ℝ) : ℝ :=
  weightedInner p f (NormedSpace.exp (t • L) *ᵥ f)

/-- The two-state system with positive jump rates `a` and `b` is reversible for the
weights `(b, a)`. -/
theorem isReversibleGenerator_witness (a b : ℝ) (ha : 0 < a) (hb : 0 < b) :
    IsReversibleGenerator !![-a, a; b, -b] ![b, a] where
  pos i := by fin_cases i <;> simp [ha, hb]
  rate_nonneg i j hij := by
    fin_cases i <;> fin_cases j <;> simp_all [ha.le, hb.le]
  row_sum i := by fin_cases i <;> simp [Fin.sum_univ_succ]
  balance i j := by fin_cases i <;> fin_cases j <;> simp [mul_comm]

omit [DecidableEq n] in
/-- For a reversible generator, `⟨f, L f⟩` is minus one half of the sum of the squared
differences of `f` over all jumps, weighted by the equilibrium fluxes. -/
theorem dirichlet_form {L : Matrix n n ℝ} {p : n → ℝ} (h : IsReversibleGenerator L p)
    (f : n → ℝ) : weightedInner p f (L *ᵥ f) =
      -(1 / 2) * ∑ i, ∑ j, p i * L i j * (f i - f j) ^ 2 := by
  -- the terms in `f i ^ 2` sum to zero because the rows of `L` do
  have h1 : ∑ i, ∑ j, p i * L i j * f i ^ 2 = 0 := by
    refine Finset.sum_eq_zero fun i _ => ?_
    rw [← Finset.sum_mul, ← Finset.mul_sum, h.row_sum, mul_zero, zero_mul]
  -- detailed balance carries this over to the other index
  have h2 : ∑ i, ∑ j, p i * L i j * f j ^ 2 = 0 := by
    rw [Finset.sum_comm]
    refine Eq.trans ?_ h1
    refine Finset.sum_congr rfl fun i _ => Finset.sum_congr rfl fun j _ => ?_
    rw [h.balance i j]
  have h3 : ∑ i, ∑ j, p i * L i j * (f i - f j) ^ 2 =
      ∑ i, ∑ j, p i * L i j * f i ^ 2 + ∑ i, ∑ j, p i * L i j * f j ^ 2
        - 2 * weightedInner p f (L *ᵥ f) := by
    simp only [weightedInner, Matrix.mulVec, dotProduct, Finset.mul_sum,
      ← Finset.sum_add_distrib, ← Finset.sum_sub_distrib]
    exact Finset.sum_congr rfl fun i _ => Finset.sum_congr rfl fun j _ => by ring
  linarith

/-- A reversible generator has a full set of relaxation modes, orthonormal in the inner
product weighted by `p`, with nonnegative decay rates. -/
theorem exists_relaxation_modes {L : Matrix n n ℝ} {p : n → ℝ}
    (h : IsReversibleGenerator L p) : ∃ (v : n → n → ℝ) (l : n → ℝ),
      (∀ k, 0 ≤ l k) ∧ (∀ j k, weightedInner p (v j) (v k) = if j = k then 1 else 0) ∧
      ∀ k, L *ᵥ v k = (-l k) • v k := by
  obtain ⟨s, hs0, hss⟩ : ∃ s : n → ℝ, (∀ i, 0 < s i) ∧ ∀ i, s i * s i = p i :=
    ⟨fun i => √(p i), fun i => Real.sqrt_pos.2 (h.pos i),
      fun i => Real.mul_self_sqrt (h.pos i).le⟩
  -- conjugation with the square roots of the weights makes the generator symmetric
  let S : Matrix n n ℝ := Matrix.of fun i j => s i * L i j / s j
  have hS : S.IsHermitian := Matrix.IsHermitian.ext fun i j => by
    change s j * L j i / s i = s i * L i j / s j
    rw [div_eq_div_iff (hs0 i).ne' (hs0 j).ne']
    linear_combination h.balance j i + L j i * hss j - L i j * hss i
  let u : n → n → ℝ := fun k i => (hS.eigenvectorBasis k).ofLp i
  let m : n → ℝ := hS.eigenvalues
  have hu : ∀ k i, ∑ j, s i * L i j / s j * u k j = m k * u k i :=
    fun k i => congrFun (hS.mulVec_eigenvectorBasis k) i
  let v : n → n → ℝ := fun k i => u k i / s i
  have hv : ∀ j k, weightedInner p (v j) (v k) = if j = k then 1 else 0 := fun j k => by
    have e := orthonormal_iff_ite.1 hS.eigenvectorBasis.orthonormal j k
    rw [PiLp.inner_apply] at e
    rw [← e]
    refine Finset.sum_congr rfl fun i _ => ?_
    have hi := (hs0 i).ne'
    have e' : p i * (u j i / s i) * (u k i / s i) = u j i * u k i := by
      rw [← hss i]
      field_simp
    exact e'.trans (mul_comm _ _)
  have hL : ∀ k, L *ᵥ v k = m k • v k := fun k => by
    funext i
    change ∑ j, L i j * (u k j / s j) = m k * (u k i / s i)
    have hi := (hs0 i).ne'
    have e : ∑ j, s i * L i j / s j * u k j = s i * ∑ j, L i j * (u k j / s j) := by
      rw [Finset.mul_sum]
      exact Finset.sum_congr rfl fun j _ => by ring
    apply mul_left_cancel₀ hi
    rw [← e, hu]
    field_simp
  refine ⟨v, fun k => -m k, fun k => ?_, hv, fun k => by rw [neg_neg]; exact hL k⟩
  -- the sign of the rates comes from the Dirichlet form
  have e1 : weightedInner p (v k) (L *ᵥ v k) = m k * weightedInner p (v k) (v k) := by
    rw [hL k]
    simp only [weightedInner, Pi.smul_apply, smul_eq_mul, Finset.mul_sum]
    exact Finset.sum_congr rfl fun i _ => by ring
  rw [hv k k, if_pos rfl, mul_one, dirichlet_form h] at e1
  have e2 : 0 ≤ ∑ i, ∑ j, p i * L i j * (v k i - v k j) ^ 2 := by
    refine Finset.sum_nonneg fun i _ => Finset.sum_nonneg fun j _ => ?_
    by_cases hij : i = j
    · simp [hij]
    · exact mul_nonneg (mul_nonneg (h.pos i).le (h.rate_nonneg i j hij)) (sq_nonneg _)
  linarith

/-- In orthonormal relaxation modes `v k` with rates `l k`, the autocorrelation is the sum
of the exponentials `exp(-l k t)` weighted by the squared overlaps of `f` with the modes. -/
theorem autocorrelation_eq_sum {L : Matrix n n ℝ} {p : n → ℝ} {v : n → n → ℝ} {l : n → ℝ}
    (hv : ∀ j k, weightedInner p (v j) (v k) = if j = k then 1 else 0)
    (hL : ∀ k, L *ᵥ v k = (-l k) • v k) (f : n → ℝ) (t : ℝ) :
    autocorrelation L p f t =
      ∑ k, weightedInner p (v k) f ^ 2 * Real.exp (-l k * t) := by
  let V : Matrix n n ℝ := Matrix.of fun i k => v k i
  let W : Matrix n n ℝ := Matrix.of fun k i => p i * v k i
  have hWV : W * V = 1 := by
    ext j k
    rw [Matrix.one_apply, ← hv j k]
    rfl
  have hVW : V * W = 1 := mul_eq_one_comm.1 hWV
  have hinv : V⁻¹ = W := Matrix.inv_eq_right_inv hVW
  have hLV : (t • L) * V = V * Matrix.diagonal (fun k => -l k * t) := by
    ext i k
    have e : ∑ j, L i j * v k j = -l k * v k i := congrFun (hL k) i
    rw [Matrix.smul_mul, Matrix.smul_apply, Matrix.mul_apply, Matrix.mul_diagonal]
    change t * ∑ j, L i j * v k j = v k i * (-l k * t)
    rw [e]
    ring
  have hdiag : t • L = V * Matrix.diagonal (fun k => -l k * t) * V⁻¹ := by
    rw [← hLV, hinv, Matrix.mul_assoc, hVW, Matrix.mul_one]
  -- the exponential of a family of real numbers is taken entry by entry
  have hE : NormedSpace.exp (fun k => -l k * t) = fun k => Real.exp (-l k * t) := by
    funext k
    rw [Real.exp_eq_exp_ℝ]
    exact NormedSpace.map_exp (Pi.evalRingHom (fun _ : n => ℝ) k) (continuous_apply k) _
  obtain ⟨c, hc⟩ : ∃ c : n → ℝ, ∀ k, c k = ∑ i, p i * v k i * f i := ⟨_, fun _ => rfl⟩
  have hWf : W *ᵥ f = c := funext fun k => (hc k).symm
  have hprop : ∀ i, (NormedSpace.exp (t • L) *ᵥ f) i =
      ∑ k, v k i * (Real.exp (-l k * t) * c k) := fun i => by
    rw [hdiag, Matrix.exp_conj _ _ ⟨⟨V, W, hVW, hWV⟩, rfl⟩, Matrix.exp_diagonal, hinv, hE,
      ← Matrix.mulVec_mulVec, ← Matrix.mulVec_mulVec, hWf]
    change ∑ k, v k i * (Matrix.diagonal (fun k => Real.exp (-l k * t)) *ᵥ c) k = _
    simp only [Matrix.mulVec_diagonal]
  simp only [autocorrelation, weightedInner, hprop, ← hc]
  simp only [Finset.mul_sum]
  rw [Finset.sum_comm]
  refine Finset.sum_congr rfl fun k _ => ?_
  calc ∑ i, p i * f i * (v k i * (Real.exp (-l k * t) * c k))
      = (∑ i, p i * v k i * f i) * (Real.exp (-l k * t) * c k) := by
        rw [Finset.sum_mul]
        exact Finset.sum_congr rfl fun i _ => by ring
    _ = c k ^ 2 * Real.exp (-l k * t) := by
        rw [← hc]
        ring

/-- For a reversible generator the autocorrelation is a nonnegative combination of
exponentials with nonnegative decay rates, and it is nonnegative, nonincreasing and convex. -/
theorem autocorrelation_decay {L : Matrix n n ℝ} {p : n → ℝ}
    (h : IsReversibleGenerator L p) (f : n → ℝ) :
    (∃ w l : n → ℝ, (∀ k, 0 ≤ w k) ∧ (∀ k, 0 ≤ l k) ∧
      ∀ t, autocorrelation L p f t = ∑ k, w k * Real.exp (-l k * t)) ∧
    (∀ t, 0 ≤ autocorrelation L p f t) ∧ Antitone (autocorrelation L p f) ∧
    ConvexOn ℝ Set.univ (autocorrelation L p f) := by
  obtain ⟨v, l, hl, hv, hL⟩ := exists_relaxation_modes h
  have hC := autocorrelation_eq_sum hv hL f
  have hw : ∀ k, 0 ≤ weightedInner p (v k) f ^ 2 := fun k => sq_nonneg _
  refine ⟨⟨_, l, hw, hl, hC⟩, fun t => ?_, fun x y hxy => ?_,
    convex_univ, fun x _ y _ a b ha hb hab => ?_⟩
  · rw [hC]
    exact Finset.sum_nonneg fun k _ => mul_nonneg (hw k) (Real.exp_pos _).le
  · rw [hC, hC]
    refine Finset.sum_le_sum fun k _ => mul_le_mul_of_nonneg_left ?_ (hw k)
    exact Real.exp_le_exp.2 (by nlinarith [mul_le_mul_of_nonneg_left hxy (hl k)])
  · -- each exponential is convex
    simp only [hC, smul_eq_mul, Finset.mul_sum, ← Finset.sum_add_distrib]
    refine Finset.sum_le_sum fun k _ => ?_
    have e := convexOn_exp.2 (Set.mem_univ (-l k * x)) (Set.mem_univ (-l k * y)) ha hb hab
    simp only [smul_eq_mul] at e
    have e' : -l k * (a * x + b * y) = a * (-l k * x) + b * (-l k * y) := by ring
    rw [e']
    exact (mul_le_mul_of_nonneg_left e (hw k)).trans_eq (by ring)

end

end ReversibleCorrelation
```

```lean
#print axioms ReversibleCorrelation.autocorrelation_decay
```

```
'ReversibleCorrelation.autocorrelation_decay' depends on axioms: [propext, Classical.choice, Quot.sound]
```

## Matrices behind the expansion

`isReversibleGenerator_witness` checks the assumptions for two states with arbitrary positive rates.

In `dirichlet_form`, `h1` and `h2` are the two vanishing sums and `h3` is the expanded square; `linarith` solves for $\langle f,Lf\rangle_p$.

`exists_relaxation_modes` writes `s` for $\sqrt p$, proves `S` symmetric in `hS`, and takes its eigenvectors from Mathlib's spectral theorem. `hv` and `hL` transfer orthonormality and the eigenvalue equation to `v`. The final lines apply `dirichlet_form` to each mode to fix the sign.

`autocorrelation_eq_sum` takes the modes as hypotheses. It puts them into the columns of `V`, with `W` $=V^{\mathsf T}\mathrm{diag}(p)$. Orthonormality is `W * V = 1`; as the matrices are square, `W` is the inverse of `V`. Then `Matrix.exp_conj` and `Matrix.exp_diagonal` reduce the matrix exponential to scalar ones, and exchanging the sums produces the squared overlaps.

`autocorrelation_decay` combines these results. Instead of differentiating, it compares the sums term by term, using the monotonicity of the exponential and its convexity inequality, `convexOn_exp`.
